# With a positive gradient coefficient, the exchange part of q0 and its density-weighted derivatives diverge as n^(−1/3) in an exponential density tail

Q: The density dies out in vacuum. Why should anything built from it blow up there?

A: In van der Waals density functionals of the vdW-DF type, q0 is a local wave number, built from the density and its gradient, that enters the kernel of the nonlocal correlation energy. Take the density n and its gradient magnitude g, set all constants to one, and let g = n, as in an exponential tail. The exchange part of q0 is then

q = n^(1/3) + n²/(4 n^(7/3)) = n^(1/3) + 1/(4 n^(1/3)).

At n = 10⁻⁶ the first term is 0.01 and the second is 25. The squared gradient vanishes as n², but it is divided by n^(7/3), which vanishes faster.

Q: And with the constants restored?

A: The function is

q(n,g) = k n^(1/3) + c g²/(4k n^(7/3)).

The first term is the local Fermi wave number, with k = (3π²)^(1/3) for an unpolarised electron gas. The coefficient c sets the strength of the gradient correction. The file leaves both as real parameters, and `q0x` is this formula with real powers.

```lean
import Mathlib

open Filter Topology

namespace ExchangeQ0Tail

noncomputable section

/-- The exchange part of q0 as a function of the density `n` and the gradient magnitude `g`,
for `n > 0` and `k > 0`. -/
def q0x (k c n g : ℝ) : ℝ :=
  k * n ^ (1 / 3 : ℝ) + c * g ^ 2 / (4 * k * n ^ (7 / 3 : ℝ))
```

Q: A potential needs derivatives. Is g tied to n before you differentiate?

A: No. In `gradientTerm` only the gradient argument varies, and in `densityTerm` only the density does. Both derivatives are multiplied by n, because the nonlocal energy contains the density as a factor beside the kernel, and this factor stays when the kernel is differentiated through q0. The tail relation g = κn is inserted afterwards, where κ is the decay constant of the density.

```lean
/-- The density times the partial derivative of `q0x` with respect to the gradient magnitude, for
`n > 0` and `k > 0`. -/
def gradientTerm (k c n g : ℝ) : ℝ := n * deriv (fun y => q0x k c n y) g

/-- The density times the partial derivative of `q0x` with respect to the density, for `n > 0` and
`k > 0`. -/
def densityTerm (k c n g : ℝ) : ℝ := n * deriv (fun x => q0x k c x g) n
```

The file also defines a saturated wave number, which levels off at a cutoff `Q`. It is needed at the end.

```lean
/-- Exponential saturation of a wave number `x` at the cutoff `Q`, for `Q > 0`. -/
def saturate (Q x : ℝ) : ℝ := Q * (1 - Real.exp (-(x / Q)))
```

Q: Lean's `deriv` returns zero where no derivative exists. Could that hide something?

A: Not at positive density, because two theorems establish the derivatives there. By hand, with n fixed,

∂q/∂g = 2cg/(4k n^(7/3)) = cg/(2k n^(7/3)),

and with g fixed,

∂q/∂n = (k/3) n^(−2/3) − 7cg²/(12k n^(10/3)).

Lean writes the second one as a bracket divided by n. Its proof uses the power and quotient rules, lowers each exponent by one through a division by n, and leaves the rest to `field_simp` and `ring`.

```lean
/-- The partial derivative of `q0x` with respect to the gradient magnitude, at positive density and
for `k > 0`. -/
theorem hasDerivAt_gradient {k n : ℝ} (c g : ℝ) (hk : 0 < k) (hn : 0 < n) :
    HasDerivAt (fun y => q0x k c n y) (c * g / (2 * k * n ^ (7 / 3 : ℝ))) g := by
  have hs : HasDerivAt (fun y : ℝ => y ^ 2) (2 * g) g := by simpa using hasDerivAt_pow 2 g
  unfold q0x
  refine (((hs.const_mul c).div_const (4 * k * n ^ (7 / 3 : ℝ))).const_add
    (k * n ^ (1 / 3 : ℝ))).congr_deriv ?_
  rw [div_eq_div_iff (by positivity) (by positivity)]
  ring

/-- The partial derivative of `q0x` with respect to the density, at positive density and for
`k > 0`. -/
theorem hasDerivAt_density {k n : ℝ} (c g : ℝ) (hk : 0 < k) (hn : 0 < n) :
    HasDerivAt (fun x => q0x k c x g)
      ((k / 3 * n ^ (1 / 3 : ℝ) - 7 * c * g ^ 2 / (12 * k * n ^ (7 / 3 : ℝ))) / n) n := by
  have hb : 0 < n ^ (7 / 3 : ℝ) := Real.rpow_pos_of_pos hn _
  have hne : 4 * k * n ^ (7 / 3 : ℝ) ≠ 0 := by positivity
  have h1 := (Real.hasDerivAt_rpow_const (p := 1 / 3) (Or.inl hn.ne')).const_mul k
  have h2 := (Real.hasDerivAt_rpow_const (p := 7 / 3) (Or.inl hn.ne')).const_mul (4 * k)
  have h3 := (hasDerivAt_const n (c * g ^ 2)).fun_div h2 hne
  unfold q0x
  refine (h1.fun_add h3).congr_deriv ?_
  -- lower the exponents by one, then only rational algebra is left
  rw [Real.rpow_sub_one hn.ne', Real.rpow_sub_one hn.ne']
  generalize n ^ (7 / 3 : ℝ) = b at hb ⊢
  generalize n ^ (1 / 3 : ℝ) = a
  field_simp
  ring
```

Q: Now put in the tail.

A: With g = κn and n^(7/3) = n² n^(1/3), the factors of n² cancel:

q = k n^(1/3) + cκ²/(4k n^(1/3))

n ∂q/∂g = cκ/(2k n^(1/3))

n ∂q/∂n = (k/3) n^(1/3) − 7cκ²/(12k n^(1/3)).

Multiplying by n^(1/3) gives

n^(1/3) q = k n^(2/3) + cκ²/(4k)

n^(1/3) · n ∂q/∂g = cκ/(2k)

n^(1/3) · n ∂q/∂n = (k/3) n^(2/3) − 7cκ²/(12k).

These are identities at every positive density. `tail_formulas` states them with n^(2/3) written as the square of n^(1/3).

```lean
/-- On the tail `g = κ n`, at positive density and for `k > 0`: multiplied by `n^(1/3)`, `q0x` and
its density term are each a constant plus a multiple of the square of `n^(1/3)`, and its gradient
term is a constant. -/
theorem tail_formulas {k n : ℝ} (c κ : ℝ) (hk : 0 < k) (hn : 0 < n) :
    n ^ (1 / 3 : ℝ) * q0x k c n (κ * n)
        = k * (n ^ (1 / 3 : ℝ)) ^ 2 + c * κ ^ 2 / (4 * k) ∧
    n ^ (1 / 3 : ℝ) * gradientTerm k c n (κ * n) = c * κ / (2 * k) ∧
    n ^ (1 / 3 : ℝ) * densityTerm k c n (κ * n)
        = k / 3 * (n ^ (1 / 3 : ℝ)) ^ 2 - 7 * c * κ ^ 2 / (12 * k) := by
  have ha : 0 < n ^ (1 / 3 : ℝ) := Real.rpow_pos_of_pos hn _
  have h7 : n ^ (7 / 3 : ℝ) = n ^ 2 * n ^ (1 / 3 : ℝ) := by
    rw [← Real.rpow_natCast n 2, ← Real.rpow_add hn]
    norm_num
  unfold gradientTerm densityTerm
  rw [(hasDerivAt_gradient c (κ * n) hk hn).deriv, (hasDerivAt_density c (κ * n) hk hn).deriv]
  unfold q0x
  rw [h7]
  generalize n ^ (1 / 3 : ℝ) = a at ha ⊢
  refine ⟨?_, ?_, ?_⟩ <;> field_simp
```

Q: So the limits can be read off?

A: Yes. The n^(2/3) terms vanish, leaving cκ²/(4k), cκ/(2k) and −7cκ²/(12k). The filter `𝓝[>] 0` means that n approaches zero through positive values. The first lemma below shows that n^(1/3) then does the same, and `tail_limits` combines this with the identities. Only k > 0 is required here.

```lean
/-- The cube root of the density tends to zero from above in the vacuum limit. -/
theorem tendsto_cubeRoot :
    Tendsto (fun n : ℝ => n ^ (1 / 3 : ℝ)) (𝓝[>] 0) (𝓝[>] 0) := by
  refine tendsto_nhdsWithin_iff.2 ⟨?_, ?_⟩
  · have h := (Real.continuousAt_rpow_const 0 (1 / 3) (Or.inr (by norm_num))).tendsto
    rw [Real.zero_rpow (by norm_num)] at h
    exact h.mono_left nhdsWithin_le_nhds
  · filter_upwards [self_mem_nhdsWithin] with n hn
    exact Real.rpow_pos_of_pos hn _

/-- Limits of `q0x` and its two density-weighted derivatives, each multiplied by `n^(1/3)`, as the
density vanishes along the tail `g = κ n`, for `k > 0`. -/
theorem tail_limits {k : ℝ} (c κ : ℝ) (hk : 0 < k) :
    Tendsto (fun n => n ^ (1 / 3 : ℝ) * q0x k c n (κ * n)) (𝓝[>] 0)
      (𝓝 (c * κ ^ 2 / (4 * k))) ∧
    Tendsto (fun n => n ^ (1 / 3 : ℝ) * gradientTerm k c n (κ * n)) (𝓝[>] 0)
      (𝓝 (c * κ / (2 * k))) ∧
    Tendsto (fun n => n ^ (1 / 3 : ℝ) * densityTerm k c n (κ * n)) (𝓝[>] 0)
      (𝓝 (-(7 * c * κ ^ 2 / (12 * k)))) := by
  have ha := (tendsto_cubeRoot.mono_right nhdsWithin_le_nhds).pow 2
  rw [zero_pow two_ne_zero] at ha
  refine ⟨?_, ?_, ?_⟩
  · have h := (ha.const_mul k).add_const (c * κ ^ 2 / (4 * k))
    rw [mul_zero, zero_add] at h
    refine h.congr' ?_
    filter_upwards [self_mem_nhdsWithin] with n hn
    exact (tail_formulas c κ hk hn).1.symm
  · refine tendsto_const_nhds.congr' ?_
    filter_upwards [self_mem_nhdsWithin] with n hn
    exact (tail_formulas c κ hk hn).2.1.symm
  · have h := (ha.const_mul (k / 3)).sub_const (7 * c * κ ^ 2 / (12 * k))
    rw [mul_zero, zero_sub] at h
    refine h.congr' ?_
    filter_upwards [self_mem_nhdsWithin] with n hn
    exact (tail_formulas c κ hk hn).2.2.symm
```

Q: A finite limit of a rescaled quantity is not yet a divergence.

A: It is one if the limit is nonzero. For a positive limit, write f = n^(−1/3) · (n^(1/3) f): the first factor grows without bound, and the second tends to a positive number. `diverges_of_scaled_limit` says this, and `tail_divergence` applies it to q, to n ∂q/∂g and to the negative of n ∂q/∂n. The first two therefore tend to +∞ and the third to −∞.

```lean
/-- A quantity whose product with `n^(1/3)` has a positive limit as the density vanishes
tends to plus infinity. -/
theorem diverges_of_scaled_limit {f : ℝ → ℝ} {L : ℝ} (hL : 0 < L)
    (hf : Tendsto (fun n => n ^ (1 / 3 : ℝ) * f n) (𝓝[>] 0) (𝓝 L)) :
    Tendsto f (𝓝[>] 0) atTop := by
  refine ((tendsto_inv_nhdsGT_zero.comp tendsto_cubeRoot).atTop_mul_pos hL hf).congr' ?_
  filter_upwards [self_mem_nhdsWithin] with n hn
  exact inv_mul_cancel_left₀ (Real.rpow_pos_of_pos hn _).ne' (f n)

/-- For positive `k`, `c` and `κ`, as the density vanishes along the tail `g = κ n`, `q0x` and its
gradient term tend to plus infinity and its density term tends to minus infinity. -/
theorem tail_divergence {k c κ : ℝ} (hk : 0 < k) (hc : 0 < c) (hκ : 0 < κ) :
    Tendsto (fun n => q0x k c n (κ * n)) (𝓝[>] 0) atTop ∧
    Tendsto (fun n => gradientTerm k c n (κ * n)) (𝓝[>] 0) atTop ∧
    Tendsto (fun n => densityTerm k c n (κ * n)) (𝓝[>] 0) atBot := by
  obtain ⟨h1, h2, h3⟩ := tail_limits c κ hk
  refine ⟨diverges_of_scaled_limit (by positivity) h1,
    diverges_of_scaled_limit (by positivity) h2, tendsto_neg_atTop_iff.1 ?_⟩
  have h := h3.neg
  rw [neg_neg] at h
  refine diverges_of_scaled_limit (L := 7 * c * κ ^ 2 / (12 * k)) (by positivity)
    (h.congr fun n => ?_)
  ring
```

Q: What if I drop κ > 0?

A: Take κ = 0 and k = c = 1. Then g = 0 and q = n^(1/3), which tends to zero. The limits in `tail_limits` still hold, but all three are zero and there is no divergence.

Q: You imposed g = κn. Does an actual density profile do that?

A: The profile n(r) = A exp(−κr), with amplitude `A` > 0, does. Its derivative is −κ n(r), so its gradient magnitude is κ n(r). The next theorem takes the absolute value of the derivative of the profile, shows that the density tends to zero from above as r → ∞, and composes this with the previous divergence. It covers q itself, as a function of distance.

```lean
/-- For the density `A exp(-κ r)` with positive `A`, `κ`, `k` and `c`, `q0x` tends to plus infinity
at large distance `r`. -/
theorem exponential_density_divergence {k c κ A : ℝ} (hk : 0 < k) (hc : 0 < c) (hκ : 0 < κ)
    (hA : 0 < A) :
    Tendsto (fun r => q0x k c (A * Real.exp (-(κ * r)))
      |deriv (fun s => A * Real.exp (-(κ * s))) r|) atTop atTop := by
  have hn : Tendsto (fun r => A * Real.exp (-(κ * r))) atTop (𝓝[>] 0) := by
    refine tendsto_nhdsWithin_iff.2 ⟨?_, Eventually.of_forall fun r => ?_⟩
    · have h := (Real.tendsto_exp_neg_atTop_nhds_zero.comp
        (tendsto_id.const_mul_atTop hκ)).const_mul A
      rw [mul_zero] at h
      exact h
    · exact mul_pos hA (Real.exp_pos _)
  refine ((tail_divergence hk hc hκ).1.comp hn).congr fun r => ?_
  -- the gradient magnitude of the exponential is κ times the density
  have hd : HasDerivAt (fun s => A * Real.exp (-(κ * s)))
      (-(κ * (A * Real.exp (-(κ * r))))) r := by
    refine ((((hasDerivAt_id' r).const_mul κ).fun_neg.exp).const_mul A).congr_deriv ?_
    ring
  rw [hd.deriv, abs_neg, abs_of_pos (by positivity)]
  rfl
```

Q: Does this mean that a van der Waals functional has an infinite potential in vacuum?

A: That doesn't follow. In the potential, the two density-weighted derivatives are multiplied by an integral of the density with a derivative of the nonlocal kernel. The model leaves this integral out, as it does the correlation part of q0. For electronic-structure codes the result concerns the exchange part alone, on a purely exponential tail: without saturation, these ingredients of the potential grow there and need care numerically.

Q: Does saturating the exchange part of q0 help?

A: For the saturation defined above, yes. Let

h(q) = Q(1 − exp(−q/Q)), with h′(q) = exp(−q/Q).

By the chain rule, the density-weighted derivatives of h(q) are the old ones times exp(−q/Q). Let f stand for either old one. Then

exp(−q/Q) f = [n^(1/3) f / (n^(1/3) q)] · q exp(−q/Q).

The bracket has a finite limit, 2/κ for the gradient term and −7/3 for the density term. The last factor tends to zero because q → +∞. Both products therefore vanish with the density.

In the proof, `hsat` is the derivative of h, `hexp` the decay of q exp(−q/Q), and `damp` the displayed factorisation. The closing steps apply the chain rule, again with the other variable held fixed. The theorem is about this particular exponential form; a different saturation function needs its own estimate.

```lean
/-- With `q0x` saturated at a cutoff `Q > 0`, both density-weighted derivatives tend to zero as the
density vanishes along the tail `g = κ n`, for positive `k`, `c` and `κ`. -/
theorem saturated_terms_vanish {k c κ Q : ℝ} (hk : 0 < k) (hc : 0 < c) (hκ : 0 < κ)
    (hQ : 0 < Q) :
    Tendsto (fun n => n * deriv (fun y => saturate Q (q0x k c n y)) (κ * n))
      (𝓝[>] 0) (𝓝 0) ∧
    Tendsto (fun n => n * deriv (fun x => saturate Q (q0x k c x (κ * n))) n)
      (𝓝[>] 0) (𝓝 0) := by
  obtain ⟨h1, h2, h3⟩ := tail_limits c κ hk
  have hsat (x : ℝ) : HasDerivAt (fun y => saturate Q y) (Real.exp (-(x / Q))) x := by
    unfold saturate
    refine (((((hasDerivAt_id' x).div_const Q).fun_neg.exp).const_sub 1).const_mul
      Q).congr_deriv ?_
    generalize Real.exp (-(x / Q)) = e
    field_simp
  -- the exponential factor beats the linear growth in q
  have hexp : Tendsto (fun n => q0x k c n (κ * n) * Real.exp (-(q0x k c n (κ * n) / Q)))
      (𝓝[>] 0) (𝓝 0) := by
    have h := ((Real.tendsto_pow_mul_exp_neg_atTop_nhds_zero 1).comp
      ((tail_divergence hk hc hκ).1.atTop_div_const hQ)).const_mul Q
    rw [mul_zero] at h
    refine h.congr fun n => ?_
    simp only [Function.comp_apply, pow_one]
    rw [← mul_assoc, mul_div_cancel₀ _ hQ.ne']
  have damp {f : ℝ → ℝ} {L : ℝ}
      (hf : Tendsto (fun n => n ^ (1 / 3 : ℝ) * f n) (𝓝[>] 0) (𝓝 L)) :
      Tendsto (fun n => Real.exp (-(q0x k c n (κ * n) / Q)) * f n) (𝓝[>] 0) (𝓝 0) := by
    have hL : c * κ ^ 2 / (4 * k) ≠ 0 := by positivity
    have h := (hf.div h1 hL).mul hexp
    rw [mul_zero] at h
    refine h.congr' ?_
    filter_upwards [self_mem_nhdsWithin,
      (tail_divergence hk hc hκ).1.eventually_gt_atTop 0] with n hn hq
    have ha : n ^ (1 / 3 : ℝ) ≠ 0 := (Real.rpow_pos_of_pos hn _).ne'
    simp only [Pi.div_apply]
    rw [mul_div_mul_left _ _ ha, ← mul_assoc, div_mul_cancel₀ _ hq.ne', mul_comm]
  refine ⟨(damp h2).congr' ?_, (damp h3).congr' ?_⟩
  · filter_upwards [self_mem_nhdsWithin] with n hn
    have hq := (hasDerivAt_gradient c (κ * n) hk hn).differentiableAt.hasDerivAt
    have hd : deriv (fun y => saturate Q (q0x k c n y)) (κ * n) = _ :=
      ((hsat _).comp (κ * n) hq).deriv
    rw [hd, gradientTerm]
    ring
  · filter_upwards [self_mem_nhdsWithin] with n hn
    have hq := (hasDerivAt_density c (κ * n) hk hn).differentiableAt.hasDerivAt
    have hd : deriv (fun x => saturate Q (q0x k c x (κ * n))) n = _ :=
      ((hsat _).comp n hq).deriv
    rw [hd, densityTerm]
    ring

end

end ExchangeQ0Tail
```

```lean
#print axioms ExchangeQ0Tail.tail_divergence
#print axioms ExchangeQ0Tail.exponential_density_divergence
#print axioms ExchangeQ0Tail.saturated_terms_vanish
```

```
'ExchangeQ0Tail.tail_divergence' depends on axioms: [propext, Classical.choice, Quot.sound]
'ExchangeQ0Tail.exponential_density_divergence' depends on axioms: [propext, Classical.choice, Quot.sound]
'ExchangeQ0Tail.saturated_terms_vanish' depends on axioms: [propext, Classical.choice, Quot.sound]
```
